# Cauchy Interlacing of Ritz Values and the Survival of Frozen Energies

When the bands of interest in a crystal cross or touch others, a Wannier construction must choose which states to keep. At each wave vector of the mesh there are $n$ Bloch states in an energy window, and disentanglement selects an $m$-dimensional subspace of their span. Diagonalising the Hamiltonian inside that subspace gives $m$ energies, the Ritz values. How far can they stray from the original band energies, and which of those energies survive unchanged?

## Bounds from counting conditions

Write $n=m+k$. Here $k$ is the number of discarded dimensions, not the wave vector. Let $H$ be a Hermitian $n\times n$ matrix with orthonormal eigenvectors $u_j$ and levels $l_0\le l_1\le\dots\le l_{n-1}$, counted from zero. Let $V$ be an $n\times m$ matrix with $V^\dagger V=1$. The projected Hamiltonian $R=V^\dagger HV$ has orthonormal eigenvectors $w_j$ and eigenvalues $r_0\le\dots\le r_{m-1}$. The claim is

$$l_i\le r_i\le l_{i+k},\qquad 0\le i<m .$$

Two facts about energies are needed. For any $y$ with $m$ amplitudes,

$$\langle Vy|H|Vy\rangle=\langle y|R|y\rangle,\qquad \|Vy\|^2=\langle y|V^\dagger V|y\rangle=\|y\|^2 .$$

Expanding a state $x$ in the eigenvectors of $H$ gives

$$\langle x|H|x\rangle=\sum_j l_j|\langle u_j|x\rangle|^2,\qquad \|x\|^2=\sum_j|\langle u_j|x\rangle|^2 .$$

So if $x$ contains only eigenvectors with $l_j\ge c$, then $\langle x|H|x\rangle\ge c\|x\|^2$, and likewise with both inequalities reversed. The same holds for $R$.

For the lower bound, require $\langle u_j|Vy\rangle=0$ for $j<i$ and $\langle w_j|y\rangle=0$ for $j>i$. These are $i+(m-1-i)=m-1$ homogeneous linear conditions on $m$ amplitudes, so some $y\neq0$ satisfies them all. For this $y$,

$$l_i\|y\|^2\le\langle Vy|H|Vy\rangle=\langle y|R|y\rangle\le r_i\|y\|^2 ,$$

and division by $\|y\|^2>0$ gives $l_i\le r_i$.

For the upper bound, require $\langle w_j|y\rangle=0$ for $j<i$ and $\langle u_j|Vy\rangle=0$ for $j>i+k$. The second set again has $m-1-i$ members, because $j$ ends at $m+k-1$. A nonzero solution gives

$$r_i\|y\|^2\le\langle y|R|y\rangle=\langle Vy|H|Vy\rangle\le l_{i+k}\|y\|^2 .$$

A frozen state is an eigenvector of $H$ that lies in the chosen subspace: $HVy=e\,Vy$ with $Vy\ne0$. Multiplying by $V^\dagger$ gives $Ry=e\,y$, and $y\neq0$, so $e$ is a Ritz value.

## Three levels, two kept

Take $H=\mathrm{diag}(0,1,4)$, so $m=2$ and $k=1$. Keep the middle eigenvector $u_1$ as a frozen state, together with $v=\cos\theta\,u_0+\sin\theta\,u_2$. Since $\langle u_1|H|v\rangle=0$, the Ritz values are $1$ and $4\sin^2\theta$.

At $\theta=\pi/4$ they are $r_0=1$ and $r_1=2$, in agreement with $0\le r_0\le1$ and $1\le r_1\le4$. The frozen energy is $l_1$ but appears as $r_0$: its value survives, its index need not. At $\theta=0$ both lower bounds are attained, and at $\theta=\pi/2$ both upper bounds.

## Raising a Hamiltonian lowers no level

The same counting compares two Hermitian matrices $A$ and $B$ of equal size with $\langle y|A|y\rangle\le\langle y|B|y\rangle$ for all $y$. Let their ascending eigenvalues be $a_i$ and $b_i$. Choose $y\ne0$ without eigenvectors of $A$ below $i$ and without eigenvectors of $B$ above $i$. Then $a_i\|y\|^2\le\langle y|A|y\rangle\le\langle y|B|y\rangle\le b_i\|y\|^2$, so $a_i\le b_i$. Adding a non-negative potential therefore lowers no level. This comparison is argued here only informally; the Lean development treats the projected Hamiltonian.

## Levels, Ritz values and energies in Lean

```lean
import Mathlib

open Matrix

namespace RitzInterlacing

noncomputable section
```

The ascending eigenvalues are Mathlib's eigenvalues composed with a sorting permutation. An index in `Fin n` runs from $0$ to $n-1$, as above.

```lean
/-- The eigenvalues of a Hermitian matrix, repeated with multiplicity, in ascending order. -/
def levels {n : ℕ} {H : Matrix (Fin n) (Fin n) ℂ} (hH : H.IsHermitian) : Fin n → ℝ :=
  hH.eigenvalues ∘ Tuple.sort hH.eigenvalues
```

When the columns of `V` are orthonormal, the Ritz values are the levels of `Vᴴ * H * V`, where `ᴴ` is the conjugate transpose. The definition itself accepts any `V`, and the theorems about `ritz` assume orthonormal columns.

```lean
/-- The levels of `Vᴴ H V` in ascending order. If the columns of `V` are orthonormal, these are the
Ritz values of `H` in their span. -/
def ritz {n m : ℕ} {H : Matrix (Fin n) (Fin n) ℂ} (hH : H.IsHermitian)
    (V : Matrix (Fin n) (Fin m) ℂ) : Fin m → ℝ :=
  levels (Matrix.isHermitian_conjTranspose_mul_mul V hH)
```

The name `expectation` stands for an unnormalised quantity. The mean energy of a nonzero state $x$ is `expectation H x` divided by `expectation 1 x`, the squared norm.

```lean
/-- The real part of `⟨x|H|x⟩`, without normalisation; for `H = 1` it is the squared norm. -/
def expectation {n : ℕ} (H : Matrix (Fin n) (Fin n) ℂ) (x : Fin n → ℂ) : ℝ :=
  (star x ⬝ᵥ H *ᵥ x).re
```

## Energies as weighted sums of levels

The eigenvectors $u_j$ become the columns of a unitary `U`, and the eigenvalue equations become one matrix equation. The proof takes Mathlib's eigenvector matrix and permutes its columns into ascending order.

```lean
/-- A Hermitian matrix has a unitary matrix of eigenvectors, ordered by ascending level. -/
theorem exists_modes {n : ℕ} {H : Matrix (Fin n) (Fin n) ℂ} (hH : H.IsHermitian) :
    ∃ U : Matrix (Fin n) (Fin n) ℂ, Uᴴ * U = 1 ∧
      H * U = U * diagonal (fun j => (levels hH j : ℂ)) := by
  obtain ⟨E, hE, hHE⟩ : ∃ E : Matrix (Fin n) (Fin n) ℂ, Eᴴ * E = 1 ∧
      ∀ a j, (H * E) a j = E a j * (hH.eigenvalues j : ℂ) := by
    refine ⟨hH.eigenvectorUnitary,
      Matrix.mem_unitaryGroup_iff'.mp hH.eigenvectorUnitary.2, fun a j => ?_⟩
    have h := congrFun (hH.mulVec_eigenvectorBasis j) a
    simpa [Matrix.mul_apply, Matrix.mulVec, dotProduct, mul_comm] using h
  -- sort the columns
  refine ⟨E.submatrix id (Tuple.sort hH.eigenvalues), ?_, ?_⟩
  · ext a b
    have h := congrFun (congrFun hE (Tuple.sort hH.eigenvalues a))
      (Tuple.sort hH.eigenvalues b)
    simpa [Matrix.mul_apply, Matrix.one_apply] using h
  · ext a b
    rw [Matrix.mul_diagonal]
    exact hHE a (Tuple.sort hH.eigenvalues b)
```

The next lemma is the identity $\langle Vy|H|Vy\rangle=\langle y|R|y\rangle$. With `H = 1` and orthonormal columns it also gives the equality of norms.

```lean
/-- The unnormalised `expectation` of `H` at `V y` equals that of `Vᴴ H V` at `y`, for any matrix
`V`. -/
theorem expectation_project {n m : ℕ} (H : Matrix (Fin n) (Fin n) ℂ)
    (V : Matrix (Fin n) (Fin m) ℂ) (y : Fin m → ℂ) :
    expectation H (V *ᵥ y) = expectation (Vᴴ * H * V) y := by
  unfold expectation
  rw [Matrix.star_mulVec, ← Matrix.dotProduct_mulVec]
  simp only [Matrix.mulVec_mulVec, Matrix.mul_assoc]
```

The amplitude $\langle u_j|x\rangle$ is `(Uᴴ *ᵥ x) j`. The expansion follows by writing $x=U(U^\dagger x)$ and applying the previous lemma to `U`, which turns $H$ into a diagonal matrix.

```lean
/-- If the columns of a unitary `U` are eigenvectors of `H` with real eigenvalues `l`, the
unnormalised expectation value of `H` at `x` is the sum of the eigenvalues weighted by the squared
amplitudes of `x`. -/
theorem expectation_expansion {n : ℕ} {H U : Matrix (Fin n) (Fin n) ℂ} {l : Fin n → ℝ}
    (hU : Uᴴ * U = 1) (hHU : H * U = U * diagonal (fun j => (l j : ℂ))) (x : Fin n → ℂ) :
    expectation H x = ∑ j, l j * Complex.normSq ((Uᴴ *ᵥ x) j) := by
  have hx : U *ᵥ (Uᴴ *ᵥ x) = x := by
    rw [Matrix.mulVec_mulVec, mul_eq_one_comm.mp hU, Matrix.one_mulVec]
  have hD : Uᴴ * H * U = diagonal (fun j => (l j : ℂ)) := by
    rw [Matrix.mul_assoc, hHU, ← Matrix.mul_assoc, hU, Matrix.one_mul]
  calc expectation H x = expectation H (U *ᵥ (Uᴴ *ᵥ x)) := by rw [hx]
    _ = expectation (diagonal (fun j => (l j : ℂ))) (Uᴴ *ᵥ x) := by
      rw [expectation_project, hD]
    _ = ∑ j, l j * Complex.normSq ((Uᴴ *ᵥ x) j) := by
      simp only [expectation, dotProduct, Matrix.mulVec_diagonal, Complex.re_sum,
        Pi.star_apply]
      refine Finset.sum_congr rfl fun j _ => ?_
      generalize (Uᴴ *ᵥ x) j = z
      simp [Complex.normSq_apply]
      ring
```

In the bounds, each index $j$ either has a level on the correct side of `c` or has zero amplitude. The sums for energy and norm are then compared term by term.

```lean
/-- Let the columns of a unitary `U` be eigenvectors of `H` with real eigenvalues `l`. A state
composed only of eigenvectors with eigenvalue at least (at most) `c` has an unnormalised expectation
value of at least (at most) `c` times its squared norm. -/
theorem expectation_bounds {n : ℕ} {H U : Matrix (Fin n) (Fin n) ℂ} {l : Fin n → ℝ}
    (hU : Uᴴ * U = 1) (hHU : H * U = U * diagonal (fun j => (l j : ℂ)))
    (x : Fin n → ℂ) (c : ℝ) :
    ((∀ j, c ≤ l j ∨ (Uᴴ *ᵥ x) j = 0) → c * expectation 1 x ≤ expectation H x) ∧
    ((∀ j, l j ≤ c ∨ (Uᴴ *ᵥ x) j = 0) → expectation H x ≤ c * expectation 1 x) := by
  have h1 : expectation 1 x = ∑ j, (1 : ℝ) * Complex.normSq ((Uᴴ *ᵥ x) j) :=
    expectation_expansion (l := fun _ => 1) hU (by simp) x
  rw [expectation_expansion hU hHU x, h1, Finset.mul_sum]
  constructor
  all_goals
    intro h
    refine Finset.sum_le_sum fun j _ => ?_
    rcases h j with h | h
    · rw [one_mul]
      exact mul_le_mul_of_nonneg_right h (Complex.normSq_nonneg _)
    · simp [h]
```

Positivity of the norm is what allows the final division.

```lean
/-- A nonzero state has positive squared norm. -/
theorem expectation_one_pos {n : ℕ} {y : Fin n → ℂ} (hy : y ≠ 0) :
    0 < expectation 1 y := by
  have h : expectation 1 y = ∑ j, Complex.normSq (y j) := by
    simpa using expectation_expansion (H := 1) (U := 1) (l := fun _ => 1)
      (by simp) (by simp) y
  obtain ⟨j, hj⟩ := Function.ne_iff.mp hy
  rw [h]
  exact Finset.sum_pos' (fun a _ => Complex.normSq_nonneg _)
    ⟨j, Finset.mem_univ j, Complex.normSq_pos.mpr hj⟩
```

## A state that meets both sets of conditions

The $m-1$ conditions are placed in an $m\times m$ matrix: rows below `i` come from `A`, rows above `i` from `B`, and row `i` is zero. Its determinant vanishes, so it annihilates a nonzero vector.

```lean
/-- Some nonzero state of `m` amplitudes meets the linear conditions of `A` with index below
`i` together with those of `B` with index above `i`. -/
theorem exists_common_state {m : ℕ} (i : Fin m) (A B : Matrix (Fin m) (Fin m) ℂ) :
    ∃ y : Fin m → ℂ, y ≠ 0 ∧ (∀ j, j < i → (A *ᵥ y) j = 0) ∧
      (∀ j, i < j → (B *ᵥ y) j = 0) := by
  -- collect the conditions in a square matrix whose row `i` is zero
  let M : Matrix (Fin m) (Fin m) ℂ :=
    fun j a => if j < i then A j a else if i < j then B j a else 0
  have hdet : M.det = 0 := Matrix.det_eq_zero_of_row_eq_zero i (by intro j; simp [M])
  obtain ⟨y, hy, hMy⟩ := Matrix.exists_mulVec_eq_zero_iff.mpr hdet
  refine ⟨y, hy, fun j hj => ?_, fun j hj => ?_⟩
  · simpa [M, Matrix.mulVec, hj] using congrFun hMy j
  · simpa [M, Matrix.mulVec, hj, not_lt_of_ge hj.le] using congrFun hMy j
```

## The interlacing theorem

The dimension is written `m + k`, which loses no case because orthonormal columns force $m\le n$. `Fin.castAdd k i` is the number $i$ read as an index of the larger space, and `Fin.addNat i k` is $i+k$. The hypotheses `hH` and `hV` say that $H$ is Hermitian and that the columns of $V$ are orthonormal.

In the proof, `U` and `W` hold the eigenvectors of $H$ and $R$. For the lower bound, `A` consists of the first $m$ rows of $U^\dagger V$ and `B` is $W^\dagger$. For the upper bound the roles are exchanged, and the last $m$ rows of $U^\dagger V$ are used, with the index shifted by $k$. In each half, `lo` and `hi` are the two outer inequalities of the chain derived above; the last line joins them and cancels the squared norm.

```lean
/-- Cauchy interlacing: for `m` orthonormal columns `V` in a space of dimension `m + k`, the
`i`-th Ritz value lies between the levels `i` and `i + k` of the Hermitian `H`. -/
theorem cauchy_interlacing {m k : ℕ} {H : Matrix (Fin (m + k)) (Fin (m + k)) ℂ}
    (hH : H.IsHermitian) (V : Matrix (Fin (m + k)) (Fin m) ℂ) (hV : Vᴴ * V = 1)
    (i : Fin m) :
    levels hH (Fin.castAdd k i) ≤ ritz hH V i ∧
      ritz hH V i ≤ levels hH (Fin.addNat i k) := by
  obtain ⟨U, hU, hHU⟩ := exists_modes hH
  obtain ⟨W, hW, hRW⟩ := exists_modes (Matrix.isHermitian_conjTranspose_mul_mul V hH)
  have hl : Monotone (levels hH) := Tuple.monotone_sort _
  have hr : Monotone (ritz hH V) := Tuple.monotone_sort _
  have hnorm : ∀ y, expectation 1 (V *ᵥ y) = expectation 1 y := by
    intro y
    rw [expectation_project, Matrix.mul_one, hV]
  constructor
  · -- no eigenvectors below `i`, no Ritz vectors above `i`
    obtain ⟨y, hy, hA, hB⟩ :=
      exists_common_state i ((Uᴴ * V).submatrix (Fin.castAdd k) id) Wᴴ
    have lo := (expectation_bounds hU hHU (V *ᵥ y) (levels hH (Fin.castAdd k i))).1 (by
      intro j
      rcases le_or_gt (Fin.castAdd k i) j with hj | hj
      · exact Or.inl (hl hj)
      · have hj' : (j : ℕ) < (i : ℕ) := hj
        right
        rw [Matrix.mulVec_mulVec]
        exact hA ⟨j, hj'.trans i.isLt⟩ hj')
    have hi := (expectation_bounds hW hRW y (ritz hH V i)).2
      (fun j => (le_or_gt j i).imp (fun h => hr h) (hB j))
    rw [hnorm, expectation_project] at lo
    exact le_of_mul_le_mul_right (lo.trans hi) (expectation_one_pos hy)
  · -- no Ritz vectors below `i`, no eigenvectors above `i + k`
    obtain ⟨y, hy, hA, hB⟩ :=
      exists_common_state i Wᴴ ((Uᴴ * V).submatrix (fun j => Fin.addNat j k) id)
    have hi := (expectation_bounds hU hHU (V *ᵥ y) (levels hH (Fin.addNat i k))).2 (by
      intro j
      rcases le_or_gt j (Fin.addNat i k) with hj | hj
      · exact Or.inl (hl hj)
      · have hj' : (i : ℕ) + k < (j : ℕ) := hj
        have hjm := j.isLt
        obtain ⟨a, rfl⟩ : ∃ a : Fin m, Fin.addNat a k = j :=
          ⟨⟨(j : ℕ) - k, by omega⟩,
            Fin.ext (Nat.sub_add_cancel (by omega : k ≤ (j : ℕ)))⟩
        have ha : (i : ℕ) + k < (a : ℕ) + k := hj'
        right
        rw [Matrix.mulVec_mulVec]
        exact hB a (Fin.lt_def.mpr (by omega)))
    have lo := (expectation_bounds hW hRW y (ritz hH V i)).1
      (fun j => (le_or_gt i j).imp (fun h => hr h) (hA j))
    rw [hnorm, expectation_project] at hi
    exact le_of_mul_le_mul_right (lo.trans hi) (expectation_one_pos hy)
```

If $l_i=l_{i+k}$, the two bounds coincide and the Ritz value is fixed, whichever subspace is chosen.

```lean
/-- If the levels `i` and `i + k` of `H` coincide, the `i`-th Ritz value equals them for every
choice of `m` orthonormal columns in dimension `m + k`. -/
theorem ritz_eq_of_degenerate {m k : ℕ} {H : Matrix (Fin (m + k)) (Fin (m + k)) ℂ}
    (hH : H.IsHermitian) (V : Matrix (Fin (m + k)) (Fin m) ℂ) (hV : Vᴴ * V = 1)
    (i : Fin m) (hdeg : levels hH (Fin.castAdd k i) = levels hH (Fin.addNat i k)) :
    ritz hH V i = levels hH (Fin.castAdd k i) := by
  obtain ⟨h1, h2⟩ := cauchy_interlacing hH V hV i
  exact le_antisymm (h2.trans_eq hdeg.symm) h1
```

## Frozen energies among the Ritz values

An eigenvalue defined by an eigenvector must first be located in the sorted list. In the eigenvector basis the equation $Hx=ex$ reads $l_jc_j=ec_j$, with $c_j=\langle u_j|x\rangle$. Some $c_j$ is nonzero and can be cancelled. The number `e` is allowed to be complex, and the conclusion shows that it is real.

```lean
/-- Every eigenvalue of a Hermitian matrix that belongs to a nonzero eigenvector occurs among
its levels. -/
theorem eigenvalue_mem_levels {n : ℕ} {H : Matrix (Fin n) (Fin n) ℂ} (hH : H.IsHermitian)
    {x : Fin n → ℂ} (hx : x ≠ 0) {e : ℂ} (h : H *ᵥ x = e • x) :
    ∃ i, (levels hH i : ℂ) = e := by
  obtain ⟨U, hU, hHU⟩ := exists_modes hH
  have hU' : U * Uᴴ = 1 := mul_eq_one_comm.mp hU
  have hz : Uᴴ *ᵥ x ≠ 0 := by
    intro h0
    apply hx
    rw [← Matrix.one_mulVec x, ← hU', ← Matrix.mulVec_mulVec, h0, Matrix.mulVec_zero]
  obtain ⟨j, hj⟩ := Function.ne_iff.mp hz
  have hD : diagonal (fun j => (levels hH j : ℂ)) * Uᴴ = Uᴴ * H := by
    calc diagonal (fun j => (levels hH j : ℂ)) * Uᴴ
        = Uᴴ * (U * diagonal (fun j => (levels hH j : ℂ))) * Uᴴ := by
          rw [← Matrix.mul_assoc Uᴴ U, hU, Matrix.one_mul]
      _ = Uᴴ * H * (U * Uᴴ) := by
          rw [← hHU]
          simp only [Matrix.mul_assoc]
      _ = Uᴴ * H := by rw [hU', Matrix.mul_one]
  -- the eigenvalue equation in the eigenvector basis
  have hc : diagonal (fun j => (levels hH j : ℂ)) *ᵥ (Uᴴ *ᵥ x) = e • (Uᴴ *ᵥ x) := by
    rw [Matrix.mulVec_mulVec, hD, ← Matrix.mulVec_mulVec, h, Matrix.mulVec_smul]
  have hcj := congrFun hc j
  rw [Matrix.mulVec_diagonal, Pi.smul_apply, smul_eq_mul] at hcj
  exact ⟨j, mul_right_cancel₀ hj hcj⟩
```

The frozen-state theorem applies this lemma to $R$, after the multiplication by $V^\dagger$ in the final calculation. It places $e$ somewhere in the Ritz list; it specifies neither the position nor how often a degenerate frozen energy occurs there.

```lean
/-- Frozen states: if a nonzero state `V y` in the span of the orthonormal columns of `V` is an
eigenvector of the Hermitian `H`, its eigenvalue is a Ritz value. -/
theorem frozen_state_is_ritz {n m : ℕ} {H : Matrix (Fin n) (Fin n) ℂ} (hH : H.IsHermitian)
    (V : Matrix (Fin n) (Fin m) ℂ) (hV : Vᴴ * V = 1) {y : Fin m → ℂ} (hy : V *ᵥ y ≠ 0)
    {e : ℂ} (h : H *ᵥ (V *ᵥ y) = e • (V *ᵥ y)) :
    ∃ i, (ritz hH V i : ℂ) = e := by
  have hy0 : y ≠ 0 := by
    rintro rfl
    exact hy (Matrix.mulVec_zero V)
  refine eigenvalue_mem_levels (Matrix.isHermitian_conjTranspose_mul_mul V hH) hy0 ?_
  calc (Vᴴ * H * V) *ᵥ y = Vᴴ *ᵥ (H *ᵥ (V *ᵥ y)) := by
        simp only [Matrix.mulVec_mulVec, Matrix.mul_assoc]
    _ = e • y := by
        rw [h, Matrix.mulVec_smul, Matrix.mulVec_mulVec, hV, Matrix.one_mulVec]

end

end RitzInterlacing
```

```lean
#print axioms RitzInterlacing.cauchy_interlacing
#print axioms RitzInterlacing.ritz_eq_of_degenerate
#print axioms RitzInterlacing.frozen_state_is_ritz
```

```
'RitzInterlacing.cauchy_interlacing' depends on axioms: [propext, Classical.choice, Quot.sound]
'RitzInterlacing.ritz_eq_of_degenerate' depends on axioms: [propext, Classical.choice, Quot.sound]
'RitzInterlacing.frozen_state_is_ritz' depends on axioms: [propext, Classical.choice, Quot.sound]
```

## Reading the bounds in a band calculation

For disentanglement, $H$ is the diagonal matrix of Bloch energies in the window at one mesh wave vector, and $V$ holds the selected combinations. The theorems then bound the projected energies at that point and preserve the frozen ones. The step to the plotted bands is Fourier interpolation between mesh points, about which these hypotheses say nothing.

In a finite orthonormal basis, the lower bound is also the variational principle for excited states: the $i$-th energy from a trial subspace is never below the $i$-th eigenvalue of the full matrix. For a non-orthogonal basis, the theorems apply once it has been orthonormalised.
